# Single-excitation phases summed at fixed electron number: a generating function

Take $n$ orthonormal spin orbitals, numbered $0,\dots,n-1$, with fermionic creation and annihilation operators $a_i^\dagger$ and $a_i$. A determinant is labelled by the set $S$ of its occupied orbitals, and its creation operators are written from left to right in increasing order, so that the one with the highest label acts on the vacuum first:

$$|S\rangle = a_{i_1}^\dagger a_{i_2}^\dagger\cdots a_{i_N}^\dagger|\mathrm{vac}\rangle,\qquad i_1<i_2<\dots<i_N .$$

Fix two orbitals $p<q$. The operator $a_p^\dagger a_q$ moves an electron from $q$ to $p$ and returns a determinant with a sign. The problem is to add up these signs over all $N$-electron determinants on which the move is possible. "Excitation" here means any such move; the order of the labels need not be an order of energies.

In Lean an orbital is an element of `Fin n`, and a determinant is a `Finset (Fin n)`. Polynomials have integer coefficients, and their variable $X$ counts electrons.

```lean
import Mathlib

open Polynomial

namespace FermionicPhaseCounting
```

## The phase as a product of two operator phases

Let $b_i(S)$ be the number of occupied orbitals of $S$ below orbital $i$.

```lean
/-- The number of occupied orbitals of the determinant `S` that lie below orbital `p`. -/
def occupiedBelow {n : ℕ} (S : Finset (Fin n)) (p : Fin n) : ℕ :=
  (S.filter (· < p)).card
```

To reach its own position, an operator for orbital $i$ must pass the creation operators of all occupied orbitals below $i$, and each exchange gives a factor $-1$. For $q\in S$ and $p\notin S$ this gives

$$a_q|S\rangle=(-1)^{b_q(S)}|S\setminus\{q\}\rangle,\qquad
a_p^\dagger|S\setminus\{q\}\rangle=(-1)^{b_p(S\setminus\{q\})}|(S\setminus\{q\})\cup\{p\}\rangle .$$

The phase of the excitation is the product of the two signs.

```lean
/-- The phase of the excitation from `q` to `p`: the phase of annihilating `q` in `S`
times the phase of creating `p` in the determinant that remains. -/
def excitationSign {n : ℕ} (p q : Fin n) (S : Finset (Fin n)) : ℤ :=
  (-1) ^ occupiedBelow S q * (-1) ^ occupiedBelow (S.erase q) p
```

Fock space and the operators are not constructed in Lean. The step from `excitationSign` to the matrix element of $a_p^\dagger a_q$ rests on the two rules just displayed.

The sum runs over the determinants with $N$ electrons in which $q$ is occupied and $p$ is empty. On all others $a_p^\dagger a_q$ gives zero.

```lean
/-- The `N`-electron determinants in which `q` is occupied and `p` is empty. -/
def sources {n : ℕ} (p q : Fin n) (N : ℕ) : Finset (Finset (Fin n)) :=
  Finset.univ.filter (fun S => S.card = N ∧ q ∈ S ∧ p ∉ S)
```

## Only the orbitals in between matter

Let $m$ be the number of occupied orbitals strictly between $p$ and $q$. Since $p$ is empty, the occupied orbitals below $q$ are those below $p$ and those in between, so $b_q(S)=b_p(S)+m$. Since $q$ lies above $p$, removing it leaves the count below $p$ unchanged, so $b_p(S\setminus\{q\})=b_p(S)$. Therefore

$$(-1)^{b_q(S)}(-1)^{b_p(S\setminus\{q\})}=(-1)^{2b_p(S)+m}=(-1)^m .$$

In the Lean proof `h1` is the second count and `h2` the first, with `hd` stating that the two parts of the union are disjoint. The fact `hs` says that the sign from below $p$ squares to one. The open interval between the orbitals is `Finset.Ioo p q`.

```lean
/-- For `p` below `q` and `p` empty, the excitation phase is the parity of the number of
occupied orbitals strictly between `p` and `q`. -/
theorem excitationSign_eq {n : ℕ} {p q : Fin n} (hpq : p < q) {S : Finset (Fin n)}
    (hp : p ∉ S) : excitationSign p q S = (-1) ^ (S ∩ Finset.Ioo p q).card := by
  -- removing `q` does not change the occupation below `p`
  have h1 : (S.erase q).filter (· < p) = S.filter (· < p) := by
    ext i
    simp only [Finset.mem_filter, Finset.mem_erase]
    exact ⟨fun h => ⟨h.1.2, h.2⟩, fun h => ⟨⟨(h.2.trans hpq).ne, h.1⟩, h.2⟩⟩
  -- the orbitals below `q` are those below `p` and those in between
  have h2 : S.filter (· < q) = S.filter (· < p) ∪ (S ∩ Finset.Ioo p q) := by
    ext i
    simp only [Finset.mem_filter, Finset.mem_union, Finset.mem_inter, Finset.mem_Ioo]
    constructor
    · rintro ⟨h, hq⟩
      rcases lt_trichotomy i p with h' | h' | h'
      · exact Or.inl ⟨h, h'⟩
      · exact absurd (h' ▸ h) hp
      · exact Or.inr ⟨h, h', hq⟩
    · rintro (⟨h, h'⟩ | ⟨h, _, h'⟩)
      · exact ⟨h, h'.trans hpq⟩
      · exact ⟨h, h'⟩
  have hd : Disjoint (S.filter (· < p)) (S ∩ Finset.Ioo p q) := by
    refine Finset.disjoint_left.2 fun i hi hj => ?_
    simp only [Finset.mem_filter, Finset.mem_inter, Finset.mem_Ioo] at hi hj
    exact lt_asymm hi.2 hj.2.1
  unfold excitationSign occupiedBelow
  rw [h1, h2, Finset.card_union_of_disjoint hd, pow_add]
  have hs : (-1 : ℤ) ^ (S.filter (· < p)).card * (-1) ^ (S.filter (· < p)).card = 1 := by
    rw [← mul_pow]
    norm_num
  linear_combination (-1 : ℤ) ^ (S ∩ Finset.Ioo p q).card * hs
```

## One factor for each spectator orbital

Let $R$ be a finite set of orbitals and $B\subseteq R$ the subset whose electrons contribute a sign. Give orbital $i$ the value $\varepsilon_i=-1$ if $i\in B$, and $\varepsilon_i=+1$ otherwise. Each orbital is either empty, with weight $1$, or occupied, with weight $\varepsilon_iX$. Expanding the product over orbitals gives one term for each configuration $t\subseteq R$:

$$\prod_{i\in R}(1+\varepsilon_iX)=\sum_{t\subseteq R}\ \prod_{i\in t}\varepsilon_iX=\sum_{t\subseteq R}(-1)^{|t\cap B|}X^{|t|} .$$

Grouping the factors on the left instead gives

$$\sum_{t\subseteq R}(-1)^{|t\cap B|}X^{|t|}=(1-X)^{|B|}(1+X)^{|R|-|B|} .$$

The proof evaluates the weight of one configuration in `hterm` and expands the product in `hexp`, using `Finset.prod_add`. The factors inside and outside $B$ are collected in `hin` and `hout`.

```lean
/-- For `B` contained in `R`, the generating function of the signs `(-1) ^ (t ∩ B).card` of the
configurations `t` of the orbitals `R` is a product: each orbital in `B` gives a factor `1 - X` and
each other orbital of `R` a factor `1 + X`, where `X` counts electrons. -/
theorem phase_generating_function {α : Type*} [DecidableEq α] (R B : Finset α) (hB : B ⊆ R) :
    ∑ t ∈ R.powerset, (-1 : ℤ[X]) ^ (t ∩ B).card * X ^ t.card
      = (1 - X) ^ B.card * (1 + X) ^ (R.card - B.card) := by
  have hterm : ∀ t : Finset α, ∏ i ∈ t, (if i ∈ B then -X else X : ℤ[X])
      = (-1) ^ (t ∩ B).card * X ^ t.card := by
    intro t
    have h : ∀ i, (if i ∈ B then -X else X : ℤ[X]) = (if i ∈ B then -1 else 1) * X := by
      intro i
      split_ifs <;> ring
    simp_rw [h]
    rw [Finset.prod_mul_distrib, Finset.prod_const, Finset.prod_ite, Finset.prod_const,
      Finset.prod_const_one, mul_one, Finset.filter_mem_eq_inter]
  -- expand the product over orbitals into a sum over configurations
  have hexp : ∑ t ∈ R.powerset, (-1 : ℤ[X]) ^ (t ∩ B).card * X ^ t.card
      = ∏ i ∈ R, ((if i ∈ B then -X else X : ℤ[X]) + 1) := by
    rw [Finset.prod_add]
    refine Finset.sum_congr rfl fun t _ => ?_
    rw [hterm, Finset.prod_const_one, mul_one]
  have hin : ∏ i ∈ B, ((if i ∈ B then -X else X : ℤ[X]) + 1) = (1 - X) ^ B.card :=
    Finset.prod_eq_pow_card fun i hi => by rw [if_pos hi]; ring
  have hout : ∏ i ∈ R \ B, ((if i ∈ B then -X else X : ℤ[X]) + 1)
      = (1 + X) ^ (R \ B).card :=
    Finset.prod_eq_pow_card fun i hi => by rw [if_neg (Finset.mem_sdiff.1 hi).2]; ring
  rw [hexp, ← Finset.prod_sdiff hB, hin, hout, Finset.card_sdiff_of_subset hB]
  exact mul_comm _ _
```

A sum at fixed electron number $k$ is the coefficient of $X^k$, because a configuration $t$ contributes to that power only if $|t|=k$:

$$\sum_{t\subseteq R,\ |t|=k}(-1)^{|t\cap B|}=[X^k]\,(1-X)^{|B|}(1+X)^{|R|-|B|} .$$

Here $[X^k]$ denotes the coefficient of $X^k$. In Lean the $k$-electron configurations form `R.powersetCard k`, and the case distinction at the end of the proof is the condition $|t|=k$.

```lean
/-- For `B` contained in `R`, the signs `(-1) ^ (t ∩ B).card` of all `k`-electron configurations `t`
of the orbitals `R` sum to the coefficient of `X ^ k` in
`(1 - X) ^ B.card * (1 + X) ^ (R.card - B.card)`. -/
theorem phase_sum_fixed_number {α : Type*} [DecidableEq α] (R B : Finset α) (hB : B ⊆ R)
    (k : ℕ) : ∑ t ∈ R.powersetCard k, (-1 : ℤ) ^ (t ∩ B).card
      = ((1 - X) ^ B.card * (1 + X) ^ (R.card - B.card) : ℤ[X]).coeff k := by
  rw [← phase_generating_function R B hB, Polynomial.finsetSum_coeff,
    Finset.powersetCard_eq_filter, Finset.sum_filter]
  refine Finset.sum_congr rfl fun t _ => ?_
  have hC : (-1 : ℤ[X]) ^ (t ∩ B).card = C ((-1) ^ (t ∩ B).card) := by simp
  rw [hC, Polynomial.coeff_C_mul, Polynomial.coeff_X_pow]
  by_cases h : t.card = k
  · rw [if_pos h, if_pos h.symm, mul_one]
  · rw [if_neg h, if_neg (Ne.symm h), mul_zero]
```

## The sum over determinants

Now let $R$ be the spectators, that is, all orbitals except $p$ and $q$, and let $B$ be the $d$ orbitals strictly between them. Then $|R|=n-2$. Removing $q$ turns a determinant of the sum into a configuration of $N-1$ electrons in $R$, and putting $q$ back reverses this. The sign is unaffected, since $q$ does not lie strictly between $p$ and $q$. For $N\ge1$ it follows that

$$\sum_{\substack{|S|=N\\ q\in S,\ p\notin S}}(-1)^{b_q(S)+b_p(S\setminus\{q\})}=[X^{N-1}]\,(1-X)^d(1+X)^{n-2-d} .$$

The theorem states this with $d$ written as `(Finset.Ioo p q).card`. Its hypotheses are $p<q$, which forces $n\ge2$, and $N\ge1$. For $N=0$ the sum is empty and equals $0$, but subtraction of natural numbers in Lean gives $N-1=0$, where the coefficient is $1$; the formula fails there.

In the proof `hB` and `hR` establish $B\subseteq R$ and $|R|=n-2$. `Finset.sum_nbij'` then asks for five things: that each map lands in the right set, that the maps undo each other in both orders, and that the summands agree.

```lean
/-- For `p` below `q` and at least one electron, the phases of the excitation from `q` to `p`
sum to the coefficient of `X ^ (N - 1)` in `(1 - X) ^ d * (1 + X) ^ (n - 2 - d)`, where `d` is
the number of orbitals strictly between `p` and `q`. -/
theorem sum_excitationSign {n : ℕ} {p q : Fin n} (hpq : p < q) {N : ℕ} (hN : 1 ≤ N) :
    ∑ S ∈ sources p q N, excitationSign p q S
      = ((1 - X) ^ (Finset.Ioo p q).card
          * (1 + X) ^ (n - 2 - (Finset.Ioo p q).card) : ℤ[X]).coeff (N - 1) := by
  have hmem : ∀ S, S ∈ sources p q N ↔ S.card = N ∧ q ∈ S ∧ p ∉ S := fun S => by
    simp [sources]
  have hB : Finset.Ioo p q ⊆ (Finset.univ.erase p).erase q := by
    intro i hi
    rw [Finset.mem_Ioo] at hi
    exact Finset.mem_erase.2 ⟨hi.2.ne, Finset.mem_erase.2 ⟨hi.1.ne', Finset.mem_univ _⟩⟩
  have hR : ((Finset.univ.erase p).erase q).card = n - 2 := by
    have h1 := Finset.card_erase_of_mem
      (Finset.mem_erase.2 ⟨hpq.ne', Finset.mem_univ q⟩)
    have h2 : (Finset.univ.erase p).card = n - 1 := by simp
    omega
  rw [← hR, ← phase_sum_fixed_number _ _ hB (N - 1)]
  -- remove the electron in `q` to obtain a configuration of the spectator orbitals
  refine Finset.sum_nbij' (fun S => S.erase q) (fun t => insert q t) ?_ ?_ ?_ ?_ ?_
  · intro S hS
    obtain ⟨hc, hq, hp⟩ := (hmem S).1 hS
    refine Finset.mem_powersetCard.2 ⟨fun i hi => ?_,
      (Finset.card_erase_of_mem hq).trans (by rw [hc])⟩
    have h := Finset.mem_erase.1 hi
    exact Finset.mem_erase.2
      ⟨h.1, Finset.mem_erase.2 ⟨fun e => hp (e ▸ h.2), Finset.mem_univ _⟩⟩
  · intro t ht
    obtain ⟨hs, hc⟩ := Finset.mem_powersetCard.1 ht
    have hq : q ∉ t := fun h => (Finset.mem_erase.1 (hs h)).1 rfl
    have hp : p ∉ t := fun h =>
      (Finset.mem_erase.1 (Finset.mem_erase.1 (hs h)).2).1 rfl
    refine (hmem _).2 ⟨(Finset.card_insert_of_notMem hq).trans (by omega),
      Finset.mem_insert_self _ _, fun h => ?_⟩
    rcases Finset.mem_insert.1 h with h | h
    · exact hpq.ne h
    · exact hp h
  · intro S hS
    exact Finset.insert_erase ((hmem S).1 hS).2.1
  · intro t ht
    exact Finset.erase_insert fun h =>
      (Finset.mem_erase.1 ((Finset.mem_powersetCard.1 ht).1 h)).1 rfl
  · intro S hS
    have h : S.erase q ∩ Finset.Ioo p q = S ∩ Finset.Ioo p q := by
      ext i
      simp only [Finset.mem_inter, Finset.mem_erase, Finset.mem_Ioo]
      exact ⟨fun h => ⟨h.1.2, h.2⟩, fun h => ⟨⟨h.2.2.ne, h.1⟩, h.2⟩⟩
    rw [excitationSign_eq hpq ((hmem S).1 hS).2.2, h]
```

These sums give one-particle density matrix elements of a model state in which all $N$-electron determinants have equal coefficients. The coefficients are chosen here, whereas a configuration interaction calculation determines them from the Hamiltonian. For $1\le N\le n$ the normalised state is $\binom nN^{-1/2}\sum_{|S|=N}|S\rangle$, and its one-particle density matrix element $\langle a_p^\dagger a_q\rangle$ is the sum above divided by $\binom nN$.

## Neighbouring orbitals

If $q=p+1$, nothing lies in between and every phase is $+1$. With $d=0$ the generating function is $(1+X)^{n-2}$, and the sum is

$$[X^{N-1}]\,(1+X)^{n-2}=\binom{n-2}{N-1},$$

which is the number of determinants in the sum.

```lean
/-- If `q` is the orbital directly above `p`, the phases sum to the number of ways to place the
other `N - 1` electrons in the other `n - 2` orbitals, if there is at least one electron. -/
theorem sum_excitationSign_adjacent {n : ℕ} {p q : Fin n} (h : (q : ℕ) = p + 1)
    {N : ℕ} (hN : 1 ≤ N) :
    ∑ S ∈ sources p q N, excitationSign p q S = ((n - 2).choose (N - 1) : ℤ) := by
  have hpq : p < q := by
    rw [Fin.lt_def]
    omega
  have hd : (Finset.Ioo p q).card = 0 := by
    rw [Fin.card_Ioo]
    omega
  rw [sum_excitationSign hpq hN, hd, pow_zero, one_mul, Nat.sub_zero,
    Polynomial.coeff_one_add_X_pow]
```

## Cancellation when half of the spectators lie in between

The remaining results concern $n=2d+2$, where as many spectators lie between $p$ and $q$ as outside. They use the signed binomial coefficients

$$[X^k]\,(1-X)^d=(-1)^k\binom dk .$$

This follows by induction on $d$. From $(1-X)^{d+1}=(1-X)^d-X(1-X)^d$ the coefficient of $X^{k+1}$ is

$$(-1)^{k+1}\binom d{k+1}-(-1)^k\binom dk=(-1)^{k+1}\binom{d+1}{k+1}$$

by Pascal's rule, and the constant term is always $1$. The Lean proof follows the same recursion, with `Nat.choose_succ_succ'` as Pascal's rule.

```lean
/-- The coefficient of `X ^ k` in `(1 - X) ^ d` is the binomial coefficient with sign
`(-1) ^ k`. -/
theorem coeff_one_sub_X_pow (d k : ℕ) :
    ((1 - X) ^ d : ℤ[X]).coeff k = (-1) ^ k * (d.choose k : ℤ) := by
  induction d generalizing k with
  | zero => cases k <;> simp [Polynomial.coeff_one]
  | succ d ih =>
    have h : ((1 - X) ^ (d + 1) : ℤ[X]) = (1 - X) ^ d - (1 - X) ^ d * X := by ring
    cases k with
    | zero =>
      rw [h, Polynomial.coeff_sub, ih]
      simp
    | succ k =>
      rw [h, Polynomial.coeff_sub, Polynomial.coeff_mul_X, ih, ih, Nat.choose_succ_succ']
      push_cast
      ring
```

With equal exponents the two kinds of factor combine in pairs:

$$(1-X)^d(1+X)^d=(1-X^2)^d .$$

Lean expresses the right-hand side through `Polynomial.expand ℤ 2`, which replaces $X$ by $X^2$.

```lean
/-- With equally many factors of both kinds the generating function is `(1 - X) ^ d` with
`X` replaced by `X ^ 2`. -/
theorem balanced_generating_function (d : ℕ) :
    ((1 - X) ^ d * (1 + X) ^ d : ℤ[X]) = Polynomial.expand ℤ 2 ((1 - X) ^ d) := by
  rw [← mul_pow, map_pow, map_sub, map_one, Polynomial.expand_X]
  congr 1
  ring
```

Only even powers of $X$ occur in $(1-X^2)^d$. For even $N\ge2$ the required power $N-1$ is odd, so the phases sum to zero. For $N=0$ there is no determinant with $q$ occupied, and the sum is again zero. The proof treats these two cases separately, and the hypothesis `hn` is the condition $n=2d+2$.

```lean
/-- If `p` lies below `q` and half of the other orbitals lie between them, the excitation
phases cancel for every even number of electrons. -/
theorem sum_excitationSign_even {n : ℕ} {p q : Fin n} (hpq : p < q)
    (hn : n = 2 * (Finset.Ioo p q).card + 2) {N : ℕ} (hN : Even N) :
    ∑ S ∈ sources p q N, excitationSign p q S = 0 := by
  rcases Nat.eq_zero_or_pos N with h0 | hpos
  · -- without electrons there is no determinant to excite
    refine Finset.sum_eq_zero fun S hS => ?_
    have h := (Finset.mem_filter.1 hS).2
    have hS0 : S = ∅ := Finset.card_eq_zero.1 (h.1.trans h0)
    exact absurd h.2.1 (by rw [hS0]; simp)
  · have hd : n - 2 - (Finset.Ioo p q).card = (Finset.Ioo p q).card := by omega
    obtain ⟨m, hm⟩ := hN
    rw [sum_excitationSign hpq hpos, hd, balanced_generating_function,
      Polynomial.coeff_expand two_pos, if_neg (by omega)]
```

For an odd number of electrons, $N=2k+1$, the required power is $2k$:

$$[X^{2k}]\,(1-X^2)^d=[X^k]\,(1-X)^d=(-1)^k\binom dk .$$

Four orbitals with $p=0$ and $q=2$ show both cases, with $d=1$. One electron gives the sum $1$. For two electrons the determinants $\{1,2\}$ and $\{2,3\}$ have phases $-1$ and $+1$, which cancel. For three electrons only $\{1,2,3\}$ remains, with phase $-1$.

In the proof `Polynomial.coeff_expand` passes from the coefficient of $X^{2k}$ to that of $X^k$, and `coeff_one_sub_X_pow` supplies its value.

```lean
/-- If `p` lies below `q` and half of the other orbitals, `d` in number, lie between them,
the phases for `2 * k + 1` electrons sum to `(-1) ^ k` times `d` choose `k`. -/
theorem sum_excitationSign_odd {n : ℕ} {p q : Fin n} (hpq : p < q)
    (hn : n = 2 * (Finset.Ioo p q).card + 2) (k : ℕ) :
    ∑ S ∈ sources p q (2 * k + 1), excitationSign p q S
      = (-1) ^ k * ((Finset.Ioo p q).card.choose k : ℤ) := by
  have hd : n - 2 - (Finset.Ioo p q).card = (Finset.Ioo p q).card := by omega
  rw [sum_excitationSign hpq (by omega), hd, balanced_generating_function,
    Nat.add_sub_cancel, Polynomial.coeff_expand two_pos, if_pos (Dvd.intro _ rfl),
    Nat.mul_div_cancel_left k two_pos, coeff_one_sub_X_pow]

end FermionicPhaseCounting
```

```lean
#print axioms FermionicPhaseCounting.phase_generating_function
#print axioms FermionicPhaseCounting.sum_excitationSign_adjacent
#print axioms FermionicPhaseCounting.sum_excitationSign_even
#print axioms FermionicPhaseCounting.sum_excitationSign_odd
```

```
'FermionicPhaseCounting.phase_generating_function' depends on axioms: [propext, Classical.choice, Quot.sound]
'FermionicPhaseCounting.sum_excitationSign_adjacent' depends on axioms: [propext, Classical.choice, Quot.sound]
'FermionicPhaseCounting.sum_excitationSign_even' depends on axioms: [propext, Classical.choice, Quot.sound]
'FermionicPhaseCounting.sum_excitationSign_odd' depends on axioms: [propext, Classical.choice, Quot.sound]
```
